# For a positive separable grid density with unequal neighbours, n − b + r − c is 0 in a crystal and 1 in a molecule

The critical points of an electron density are sorted by the number of principal axes of curvature, out of three, along which the density has a minimum: none at a maximum, which usually lies at a nucleus, one at a bond point, two at a ring point, three at a cage point. Let \(n, b, r, c\) be the numbers of these points. The question is what constrains them jointly. Here it is answered for densities on a grid of the form \(\rho(i,j,k)=f(i)\,g(j)\,h(k)\), with positive factors whose neighbouring values differ. A single particle in a product state of a separable potential has a density that is such a product. Positivity and unequal neighbouring values are further assumptions; positivity fails, for example, at grid sites on a node of an excited state. A critical point of the grid density is a site where it has a strict local extremum along each axis. In a crystal these points are counted over one period along each axis; in a molecule they are counted on a finite grid, with the density set to zero just outside it.

```lean
import Mathlib

open scoped Classical

namespace SeparableDensityTopology

noncomputable section
```

Sites are integers and densities are real, so a sequence has the type `ℤ → ℝ`. A `def` introduces a notion, and a `theorem` is a statement followed by its proof.

## Extrema along the grid axes

```lean
/-- The sites `1, …, L` of one axis of the grid. -/
def cell (L : ℕ) : Finset ℤ := Finset.Icc 1 (L : ℤ)
```

The counted sites of an axis are \(1,\dots,L\). Sites outside this range serve only as neighbours.

```lean
/-- The sequence `u` has a strict local maximum at site `i`. -/
def IsPeak (u : ℤ → ℝ) (i : ℤ) : Prop := u (i - 1) < u i ∧ u (i + 1) < u i
```

A peak: \(u(i-1)<u(i)\) and \(u(i+1)<u(i)\).

```lean
/-- The sequence `u` has a strict local minimum at site `i`. -/
def IsDip (u : ℤ → ℝ) (i : ℤ) : Prop := u i < u (i - 1) ∧ u i < u (i + 1)
```

A dip: both inequalities are reversed.

```lean
/-- The density along the line through `p` parallel to the first axis. -/
def lineX (ρ : ℤ × ℤ × ℤ → ℝ) (p : ℤ × ℤ × ℤ) : ℤ → ℝ := fun x => ρ (x, p.2.1, p.2.2)
```

For \(p=(i,j,k)\), this is the sequence \(x\mapsto\rho(x,j,k)\). Lean writes the coordinates of `p` as `p.1`, `p.2.1` and `p.2.2`.

```lean
/-- The density along the line through `p` parallel to the second axis. -/
def lineY (ρ : ℤ × ℤ × ℤ → ℝ) (p : ℤ × ℤ × ℤ) : ℤ → ℝ := fun y => ρ (p.1, y, p.2.2)
```

Along the second axis: \(y\mapsto\rho(i,y,k)\).

```lean
/-- The density along the line through `p` parallel to the third axis. -/
def lineZ (ρ : ℤ × ℤ × ℤ → ℝ) (p : ℤ × ℤ × ℤ) : ℤ → ℝ := fun z => ρ (p.1, p.2.1, z)
```

Along the third axis: \(z\mapsto\rho(i,j,z)\).

```lean
/-- A critical point: along each axis the density has a strict local extremum at `p`. -/
def IsCritical (ρ : ℤ × ℤ × ℤ → ℝ) (p : ℤ × ℤ × ℤ) : Prop :=
  (IsPeak (lineX ρ p) p.1 ∨ IsDip (lineX ρ p) p.1) ∧
  (IsPeak (lineY ρ p) p.2.1 ∨ IsDip (lineY ρ p) p.2.1) ∧
  (IsPeak (lineZ ρ p) p.2.2 ∨ IsDip (lineZ ρ p) p.2.2)
```

A point is critical if \(\rho\) itself, not its factors, has a peak or a dip along every axis. For a smooth density one would ask for a vanishing gradient and read the type from the Hessian.

```lean
/-- The number of axes along which the density has a strict local minimum at `p`. -/
def minima (ρ : ℤ × ℤ × ℤ → ℝ) (p : ℤ × ℤ × ℤ) : ℕ :=
  (if IsDip (lineX ρ p) p.1 then 1 else 0) + (if IsDip (lineY ρ p) p.2.1 then 1 else 0) +
    (if IsDip (lineZ ρ p) p.2.2 then 1 else 0)
```

This is the number of axes, from 0 to 3, along which \(\rho\) has a dip at \(p\).

```lean
/-- The grid of `A × B × C` sites. -/
def grid (A B C : ℕ) : Finset (ℤ × ℤ × ℤ) := cell A ×ˢ (cell B ×ˢ cell C)
```

The grid consists of all \((i,j,k)\) with \(1\le i\le A\), \(1\le j\le B\), \(1\le k\le C\). The capital \(C\) is a length, not the cage count \(c\).

```lean
/-- The number of critical points on the grid with exactly `m` minima. -/
def criticalCount (ρ : ℤ × ℤ × ℤ → ℝ) (A B C m : ℕ) : ℕ :=
  ((grid A B C).filter (fun p => IsCritical ρ p ∧ minima ρ p = m)).card
```

For \(m=0,1,2,3\) this number is \(n,b,r,c\).

```lean
/-- The alternating sum `n - b + r - c` of the numbers of critical points with
0, 1, 2 and 3 minima. -/
def morseSum (ρ : ℤ × ℤ × ℤ → ℝ) (A B C : ℕ) : ℤ :=
  (criticalCount ρ A B C 0 : ℤ) - criticalCount ρ A B C 1 + criticalCount ρ A B C 2
    - criticalCount ρ A B C 3
```

This is \(n-b+r-c\), taken as an integer so that the subtractions are genuine. The name recalls the Morse relation for smooth densities, which needs no product form. What is proved below concerns separable grid densities only.

## Crystal and molecular axes

```lean
/-- The separable density `f(i) g(j) h(k)`. -/
def density (f g h : ℤ → ℝ) (p : ℤ × ℤ × ℤ) : ℝ := f p.1 * g p.2.1 * h p.2.2
```

This is the product density.

```lean
/-- A crystal axis: a positive sequence that repeats after `L` sites and has unequal
neighbouring values. -/
structure IsCyclic (f : ℤ → ℝ) (L : ℕ) : Prop where
  pos : ∀ i, 0 < f i
  periodic : ∀ i, f (i + L) = f i
  ne : ∀ i, f i ≠ f (i + 1)
```

A crystal axis is positive everywhere, satisfies \(f(i+L)=f(i)\), and never takes the same value at two neighbouring sites. The last condition excludes flat stretches, much as one excludes degenerate critical points of a smooth density.

```lean
/-- A molecular axis: a nonempty finite positive sequence with unequal neighbouring values,
padded with a zero at each end. -/
structure IsPadded (f : ℤ → ℝ) (L : ℕ) : Prop where
  nonempty : 0 < L
  pos : ∀ i ∈ cell L, 0 < f i
  left : f 0 = 0
  right : f (L + 1) = 0
  ne : ∀ i : ℤ, 1 ≤ i → i < L → f i ≠ f (i + 1)
```

A molecular axis has at least one site, is positive on its sites, and vanishes at \(0\) and \(L+1\). The zeros stand for the decay of the density far from the nuclei. Neighbouring sites again carry unequal values.

## From counting points to summing indices

```lean
/-- The index of a site: `1` at a strict maximum, `-1` at a strict minimum, `0` otherwise. -/
def axisIndex (u : ℤ → ℝ) (i : ℤ) : ℤ :=
  (if IsPeak u i then 1 else 0) - (if IsDip u i then 1 else 0)
```

Write \(s_u(i)\) for this index: \(+1\) at a peak, \(-1\) at a dip, \(0\) otherwise.

```lean
/-- Equal to `1` if the sequence rises from site `i` to site `i + 1`, and to `0` otherwise. -/
def rise (u : ℤ → ℝ) (i : ℤ) : ℤ := if u i < u (i + 1) then 1 else 0
```

Write \(\theta_u(i)\) for this indicator. It belongs to the link between sites \(i\) and \(i+1\), and equals 1 if \(u(i)<u(i+1)\).

```lean
theorem peak_dip_cases (u : ℤ → ℝ) (i : ℤ) :
    (IsPeak u i ∧ ¬ IsDip u i) ∨ (¬ IsPeak u i ∧ IsDip u i) ∨
      (¬ IsPeak u i ∧ ¬ IsDip u i) := by
  have h : ¬ (IsPeak u i ∧ IsDip u i) := fun h => lt_asymm h.1.1 h.2.1
  tauto
```

A site is a peak, a dip or neither. It cannot be both, since that would need \(u(i-1)<u(i)\) and \(u(i)<u(i-1)\).

```lean
/-- For any density, `n - b + r - c` is the sum over the grid of the product of the three
axis indices. -/
theorem morseSum_eq_sum (ρ : ℤ × ℤ × ℤ → ℝ) (A B C : ℕ) :
    morseSum ρ A B C = ∑ p ∈ grid A B C, axisIndex (lineX ρ p) p.1 *
      axisIndex (lineY ρ p) p.2.1 * axisIndex (lineZ ρ p) p.2.2 := by
  simp only [morseSum, criticalCount, Finset.card_filter, Nat.cast_sum, Nat.cast_ite,
    Nat.cast_one, Nat.cast_zero]
  rw [← Finset.sum_sub_distrib, ← Finset.sum_add_distrib, ← Finset.sum_sub_distrib]
  refine Finset.sum_congr rfl fun p _ => ?_
  -- each axis shows a maximum, a minimum or neither
  rcases peak_dip_cases (lineX ρ p) p.1 with ⟨a, a'⟩ | ⟨a, a'⟩ | ⟨a, a'⟩ <;>
  rcases peak_dip_cases (lineY ρ p) p.2.1 with ⟨b, b'⟩ | ⟨b, b'⟩ | ⟨b, b'⟩ <;>
  rcases peak_dip_cases (lineZ ρ p) p.2.2 with ⟨c, c'⟩ | ⟨c, c'⟩ | ⟨c, c'⟩ <;>
  simp [IsCritical, minima, axisIndex, a, a', b, b', c, c']
```

For any density, separable or not,
\[
n-b+r-c=\sum_{p}s_X(p)\,s_Y(p)\,s_Z(p),
\]
where the factors are the indices of \(\rho\) at \(p\) along the three axes. A critical point with \(m\) minima has the product \((-1)^m\), which is its sign on the left. At any other point some index is 0, and the point is not counted on the left either.

The proof writes each count as a sum of zeros and ones, merges the four sums, and compares them point by point. The three `rcases` lines produce the \(3^3=27\) combinations, and `simp` evaluates each.

```lean
/-- Multiplying a sequence by a positive constant leaves the index of every site unchanged. -/
theorem axisIndex_scale (u : ℤ → ℝ) (i : ℤ) {c : ℝ} (hc : 0 < c) :
    axisIndex (fun x => c * u x) i = axisIndex u i := by
  have h : ∀ a b : ℝ, c * a < c * b ↔ a < b := fun a b =>
    ⟨fun h => lt_of_mul_lt_mul_left h hc.le, fun h => mul_lt_mul_of_pos_left h hc⟩
  have hp : IsPeak (fun x => c * u x) i ↔ IsPeak u i := by simp only [IsPeak, h]
  have hd : IsDip (fun x => c * u x) i ↔ IsDip u i := by simp only [IsDip, h]
  unfold axisIndex
  exact congrArg₂ (· - ·) (if_congr hp rfl rfl) (if_congr hd rfl rfl)
```

For \(c>0\) (here a constant, not the cage count), \(c\,a<c\,b\) holds exactly when \(a<b\). Peaks and dips therefore stay where they are, and so does the index.

```lean
/-- For a separable density with factors positive on the grid, `n - b + r - c` is the product
of the three one-dimensional index sums. -/
theorem morseSum_density {f g h : ℤ → ℝ} {A B C : ℕ} (hf : ∀ i ∈ cell A, 0 < f i)
    (hg : ∀ j ∈ cell B, 0 < g j) (hh : ∀ k ∈ cell C, 0 < h k) :
    morseSum (density f g h) A B C = (∑ i ∈ cell A, axisIndex f i) *
      (∑ j ∈ cell B, axisIndex g j) * (∑ k ∈ cell C, axisIndex h k) := by
  have key : ∀ p ∈ grid A B C, axisIndex (lineX (density f g h) p) p.1 *
      axisIndex (lineY (density f g h) p) p.2.1 * axisIndex (lineZ (density f g h) p) p.2.2
      = axisIndex f p.1 * (axisIndex g p.2.1 * axisIndex h p.2.2) := by
    rintro ⟨i, j, k⟩ hp
    simp only [grid, Finset.mem_product] at hp
    obtain ⟨hi, hj, hk⟩ := hp
    -- on each line the density is a positive multiple of one factor
    have e1 : lineX (density f g h) (i, j, k) = fun x => (g j * h k) * f x := by
      funext x; simp only [lineX, density]; ring
    have e2 : lineY (density f g h) (i, j, k) = fun y => (f i * h k) * g y := by
      funext y; simp only [lineY, density]; ring
    have e3 : lineZ (density f g h) (i, j, k) = fun z => (f i * g j) * h z := by
      funext z; simp only [lineZ, density]
    dsimp only
    rw [e1, e2, e3, axisIndex_scale f i (mul_pos (hg j hj) (hh k hk)),
      axisIndex_scale g j (mul_pos (hf i hi) (hh k hk)),
      axisIndex_scale h k (mul_pos (hf i hi) (hg j hj)), mul_assoc]
  rw [morseSum_eq_sum, Finset.sum_congr rfl key]
  simp only [grid, Finset.sum_product, ← Finset.mul_sum, ← Finset.sum_mul, mul_assoc]
```

Along the first axis through \((i,j,k)\) the density is \(x\mapsto[g(j)h(k)]\,f(x)\), a positive multiple of \(f\). Its index at \(i\) is therefore \(s_f(i)\). The other axes behave alike, so
\[
n-b+r-c=\sum_{i,j,k}s_f(i)s_g(j)s_h(k)
=\Big(\sum_{i=1}^{A} s_f(i)\Big)\Big(\sum_{j=1}^{B} s_g(j)\Big)\Big(\sum_{k=1}^{C} s_h(k)\Big).
\]
In the proof, `e1`, `e2` and `e3` are the three rewritings of the density, `key` is the resulting identity at one grid point, and the last line factorises the sum.

## The one-dimensional sum telescopes

```lean
/-- If a site differs in value from both neighbours, its index is the rise indicator of the link
before it minus that of the link after it. -/
theorem axisIndex_eq_rise (f : ℤ → ℝ) (i : ℤ) (h1 : f i ≠ f (i + 1))
    (h2 : f (i + 1) ≠ f (i + 1 + 1)) :
    axisIndex f (i + 1) = rise f i - rise f (i + 1) := by
  simp only [axisIndex, IsPeak, IsDip, rise, add_sub_cancel_right]
  revert h1 h2
  generalize f i = x
  generalize f (i + 1) = y
  generalize f (i + 1 + 1) = z
  intro h1 h2
  rcases lt_or_gt_of_ne h1 with a | a <;> rcases lt_or_gt_of_ne h2 with b | b <;>
    simp [a, b, lt_asymm a, lt_asymm b]
```

If \(f(i+1)\) differs from both neighbours, then
\[
s_f(i+1)=\theta_f(i)-\theta_f(i+1).
\]
At a peak the right side is \(1-0\), and at a dip \(0-1\). On a monotonic stretch it is \(1-1\) or \(0-0\). The proof goes through these four cases.

```lean
/-- With unequal neighbouring values, the number of maxima minus the number of minima on an
axis depends only on whether the sequence rises at its two ends. -/
theorem sum_axisIndex (f : ℤ → ℝ) (L : ℕ)
    (hne : ∀ i : ℤ, 0 ≤ i → i ≤ L → f i ≠ f (i + 1)) :
    ∑ i ∈ cell L, axisIndex f i = rise f 0 - rise f L := by
  induction L with
  | zero => simp [cell]
  | succ L ih =>
    have hc : cell (L + 1) = insert ((L : ℤ) + 1) (cell L) := by
      ext i
      simp only [cell, Finset.mem_insert, Finset.mem_Icc]
      omega
    have hn : (L : ℤ) + 1 ∉ cell L := by simp [cell]
    rw [hc, Finset.sum_insert hn, ih (fun i h0 h1 => hne i h0 (by omega)),
      axisIndex_eq_rise f L (hne _ (by omega) (by omega)) (hne _ (by omega) (by omega))]
    push_cast
    ring
```

Summing over the sites gives
\[
\sum_{i=1}^{L}s_f(i)=\sum_{i=1}^{L}\big[\theta_f(i-1)-\theta_f(i)\big]=\theta_f(0)-\theta_f(L).
\]
The hypothesis asks for unequal values across every link from \((0,1)\) to \((L,L+1)\). Lean proves the formula by induction on \(L\): adding site \(L+1\) adds \(\theta_f(L)-\theta_f(L+1)\), and \(\theta_f(L)\) cancels.

## Zero for a crystal, one for a molecule

```lean
/-- If the first factor of a separable density is a crystal axis whose period is the grid length `A`
along that axis, and the other two factors are positive on the grid, then `n - b + r - c = 0`. -/
theorem morseSum_of_cyclic_axis {f g h : ℤ → ℝ} {A B C : ℕ} (hf : IsCyclic f A)
    (hg : ∀ j ∈ cell B, 0 < g j) (hh : ∀ k ∈ cell C, 0 < h k) :
    morseSum (density f g h) A B C = 0 := by
  have h0 : f A = f 0 := by simpa using hf.periodic 0
  have h1 : f ((A : ℤ) + 1) = f (0 + 1) := by
    rw [add_comm (A : ℤ) 1, hf.periodic 1, zero_add]
  -- the link entering the cell is a copy of the link leaving it
  have hr : rise f A = rise f 0 := by
    unfold rise
    rw [h0, h1]
  rw [morseSum_density (fun i _ => hf.pos i) hg hh, sum_axisIndex f A (fun i _ _ => hf.ne i),
    hr, sub_self, zero_mul, zero_mul]
```

Periodicity gives \(f(A)=f(0)\) and \(f(A+1)=f(1)\), hence \(\theta_f(A)=\theta_f(0)\). The first of the three sums vanishes, and the product with it. The other two factors need only be positive on the grid, so a separable model of a polymer or slab whose first axis is a crystal axis also gives 0.

```lean
/-- Crystal: for a separable density built from three crystal axes, with critical points counted
over one period along each axis, `n - b + r - c = 0`. -/
theorem morseSum_crystal {f g h : ℤ → ℝ} {A B C : ℕ} (hf : IsCyclic f A)
    (hg : IsCyclic g B) (hh : IsCyclic h C) : morseSum (density f g h) A B C = 0 :=
  morseSum_of_cyclic_axis hf (fun j _ => hg.pos j) (fun k _ => hh.pos k)
```

With three crystal axes, \(n-b+r-c=0\) follows at once, because crystal axes are positive everywhere.

```lean
/-- On a molecular axis the maxima outnumber the minima by exactly one. -/
theorem sum_axisIndex_padded {f : ℤ → ℝ} {L : ℕ} (hf : IsPadded f L) :
    ∑ i ∈ cell L, axisIndex f i = 1 := by
  have hL := hf.nonempty
  have p1 : 0 < f 1 := hf.pos 1 (by simp only [cell, Finset.mem_Icc]; omega)
  have pL : 0 < f L := hf.pos L (by simp only [cell, Finset.mem_Icc]; omega)
  -- the sequence rises out of the left zero and falls into the right one
  have r0 : rise f 0 = 1 := if_pos (by rw [hf.left, zero_add]; exact p1)
  have rL : rise f L = 0 := if_neg (by rw [hf.right]; exact lt_asymm pL)
  rw [sum_axisIndex f L, r0, rL, sub_zero]
  intro i h0 h1
  rcases eq_or_lt_of_le h0 with h | h
  · rw [← h, hf.left, zero_add]
    exact p1.ne
  · rcases eq_or_lt_of_le h1 with h' | h'
    · rw [h', hf.right]
      exact pL.ne'
    · exact hf.ne i (by omega) h'
```

A molecular axis rises out of the left zero, \(0=f(0)<f(1)\), and falls into the right one, \(f(L)>f(L+1)=0\). So \(\theta_f(0)=1\), \(\theta_f(L)=0\), and the sum is 1. The end of the proof checks that neighbours are unequal: at the two ends by positivity, in between by assumption.

```lean
/-- Molecule: for a separable density built from three molecular axes, `n - b + r - c = 1`. -/
theorem morseSum_molecule {f g h : ℤ → ℝ} {A B C : ℕ} (hf : IsPadded f A)
    (hg : IsPadded g B) (hh : IsPadded h C) : morseSum (density f g h) A B C = 1 := by
  rw [morseSum_density hf.pos hg.pos hh.pos, sum_axisIndex_padded hf,
    sum_axisIndex_padded hg, sum_axisIndex_padded hh]
  norm_num
```

With three molecular axes, \(n-b+r-c=1\cdot1\cdot1=1\).

In the analysis of computed electron densities, the corresponding smooth relation serves as a consistency check on a list of critical points; the theorems here establish its grid form for separable densities only. They do not cover a real molecule or crystal, whose density is generally not a product and whose principal curvatures need not lie along the grid axes.

## Two small examples

```lean
/-- The alternating sequence `…, 2, 1, 2, 1, …` is a crystal axis of period 2. -/
theorem isCyclic_witness : IsCyclic (fun i => if Even i then 2 else 1) 2 where
  pos i := by by_cases h : Even i <;> simp [h]
  periodic i := by simp
  ne i := by by_cases h : Even i <;> simp [h]
```

The sequence is 2 at even sites and 1 at odd sites. Each period holds one peak and one dip. With this axis in all three directions, \(n=1\), \(b=3\), \(r=3\), \(c=1\), and \(1-3+3-1=0\).

```lean
/-- The sequence `2, 1, 2` between zeros is a molecular axis with three sites. -/
theorem isPadded_witness :
    IsPadded (fun i => if i = 1 ∨ i = 3 then 2 else if i = 2 then 1 else 0) 3 where
  nonempty := by norm_num
  pos i hi := by
    have h : i = 1 ∨ i = 2 ∨ i = 3 := by
      simp only [cell, Finset.mem_Icc] at hi
      omega
    rcases h with rfl | rfl | rfl <;> norm_num
  left := by norm_num
  right := by norm_num
  ne i h1 h2 := by
    have h : i = 1 ∨ i = 2 := by omega
    rcases h with rfl | rfl <;> norm_num

end

end SeparableDensityTopology
```

Here the values \(2,1,2\) stand between zeros, with two peaks and one dip. Three such axes give a molecule with 27 sites, all of them critical:
\[
n=2^3=8,\qquad b=3\cdot2^2\cdot1=12,\qquad r=3\cdot2\cdot1^2=6,\qquad c=1^3=1,
\]
and \(8-12+6-1=1\). The density is 8 at the corners of the cube and 1 at the cage point in its centre.

The same argument in two dimensions, which is not formalised here, concerns \(f(i)g(j)\): the number of maxima minus saddles plus minima is 1 for two molecular axes, and 0 if one axis is a crystal axis, counted over one period, and the other factor is positive on its sites.

```lean
#print axioms SeparableDensityTopology.morseSum_density
#print axioms SeparableDensityTopology.morseSum_crystal
#print axioms SeparableDensityTopology.morseSum_molecule
```

```
'SeparableDensityTopology.morseSum_density' depends on axioms: [propext, Classical.choice, Quot.sound]
'SeparableDensityTopology.morseSum_crystal' depends on axioms: [propext, Classical.choice, Quot.sound]
'SeparableDensityTopology.morseSum_molecule' depends on axioms: [propext, Classical.choice, Quot.sound]
```
